# Split coupling has the least unmatched firing rate among same-channel couplings of two reaction systems

To estimate a parameter sensitivity by finite differences in kinetic Monte Carlo, one simulates a reaction network at two nearby parameter values, subtracts the two outputs and divides by the parameter step. The division magnifies the noise of the difference, so it pays to run the two copies in a correlated way. Split coupling does this at each event: reaction channel $r$, with propensities $a_r$ and $b_r$ in the two copies, fires in both together at rate $\min(a_r,b_r)$, and whatever propensity is left over fires in one copy alone.

The coupling must leave the statistics of each copy unchanged, and it should keep unshared events rare. The instantaneous forms of both properties are proved below for finitely many channels and nonnegative propensities: on observables of one copy the coupled generator is the generator of that copy, and the total rate of unshared events is the least possible at every pair of states. The competing couplings are those that pair each channel only with itself, at a joint rate fixed by the current states of the two copies.

## States, channels and joint rates

```lean
import Mathlib

open Finset

namespace SplitCoupling

noncomputable section

variable {X R : Type*}
```

`X` is the type of states and `R` the type of reaction channels. For a chemical network, a state is a vector of copy numbers. Nothing else is assumed about either type yet; further structure is added where it is needed.

```lean
/-- The split-coupling joint rate: channel `r` fires in both copies together at the smaller
of the two propensities. -/
def splitRate (a b : R → X → ℝ) (r : R) (x y : X) : ℝ := min (a r x) (b r y)
```

The propensities are functions `a b : R → X → ℝ`, so `a r x` is $a_r(x)$, the rate of channel $r$ in state $x$. The first copy is in state $x$ and the second in state $y$. The definition reads

$$c^{\rm split}_r(x,y)=\min\big(a_r(x),\,b_r(y)\big).$$

The two families $a$ and $b$ may be the same network at two parameter values, but they need not be related.

```lean
/-- A same-channel joint rate is admissible if it is nonnegative and exceeds neither of the
two propensities. -/
def Admissible (a b : R → X → ℝ) (c : R → X → X → ℝ) : Prop :=
  ∀ r x y, 0 ≤ c r x y ∧ c r x y ≤ min (a r x) (b r y)
```

A same-channel coupling is described here by a joint rate $c_r(x,y)$, which may depend on both current states but not on the past. The first copy then fires alone at rate $a_r(x)-c_r(x,y)$ and the second alone at $b_r(y)-c_r(x,y)$. `Admissible` says that

$$0\le c_r(x,y)\le\min\big(a_r(x),b_r(y)\big)$$

for all channels and all pairs of states, which is what makes all three numbers legitimate rates. The choice $c=0$ is two copies running independently.

## Counting the events that are not shared

```lean
/-- In one channel, the two residual rates left by split coupling add up to the absolute
difference of the propensities. -/
theorem residual_add_residual (p q : ℝ) :
    (p - min p q) + (q - min p q) = |p - q| := by
  rcases le_total p q with h | h
  · rw [min_eq_left h, abs_of_nonpos (sub_nonpos.2 h)]
    ring
  · rw [min_eq_right h, abs_of_nonneg (sub_nonneg.2 h)]
    ring
```

For real numbers $p$ and $q$, this is the identity $(p-\min(p,q))+(q-\min(p,q))=|p-q|$. By hand, there are two cases. If $p\le q$, the minimum is $p$, the first bracket vanishes and the second is $q-p=|p-q|$. If $q\le p$, the roles are exchanged.

The proof does the same. `rcases le_total p q` splits into the two cases, `rw` replaces the minimum and the absolute value by their explicit forms, and `ring` finishes the algebra.

```lean
variable [Fintype R]

/-- The total rate, at the pair of states `(x, y)`, of events in which only one of the two
copies fires. -/
def unmatchedRate (a b : R → X → ℝ) (c : R → X → X → ℝ) (x y : X) : ℝ :=
  ∑ r, ((a r x - c r x y) + (b r y - c r x y))
```

`[Fintype R]` makes the set of channels finite, and `∑ r` runs over all of them. The unmatched rate is

$$U_c(x,y)=\sum_r\Big[\big(a_r(x)-c_r(x,y)\big)+\big(b_r(y)-c_r(x,y)\big)\Big],$$

the total rate of events that move one copy and not the other.

```lean
/-- The unmatched rate of split coupling is the sum of the absolute propensity differences. -/
theorem unmatchedRate_split (a b : R → X → ℝ) (x y : X) :
    unmatchedRate a b (splitRate a b) x y = ∑ r, |a r x - b r y| :=
  Finset.sum_congr rfl fun r _ => residual_add_residual (a r x) (b r y)
```

For split coupling, $U(x,y)=\sum_r|a_r(x)-b_r(y)|$. The derivation is the previous identity with $p=a_r(x)$ and $q=b_r(y)$, summed over $r$. `Finset.sum_congr` is the Lean form of "two sums agree if their terms agree".

```lean
/-- An admissible coupling has an unmatched rate of at least the summed absolute propensity
differences, and at most the total propensity of the two copies. -/
theorem unmatchedRate_bounds {a b : R → X → ℝ} {c : R → X → X → ℝ}
    (hc : Admissible a b c) (x y : X) :
    ∑ r, |a r x - b r y| ≤ unmatchedRate a b c x y ∧
      unmatchedRate a b c x y ≤ ∑ r, (a r x + b r y) := by
  constructor
  · refine Finset.sum_le_sum fun r _ => ?_
    have h1 := residual_add_residual (a r x) (b r y)
    have h2 := (hc r x y).2
    linarith
  · refine Finset.sum_le_sum fun r _ => ?_
    have h1 := (hc r x y).1
    linarith
```

Every admissible coupling satisfies

$$\sum_r|a_r(x)-b_r(y)|\;\le\;U_c(x,y)\;\le\;\sum_r\big(a_r(x)+b_r(y)\big).$$

The term of $U_c$ for channel $r$ is $a_r+b_r-2c_r$, which decreases as $c_r$ grows. Since $c_r\le\min(a_r,b_r)$, it is at least $a_r+b_r-2\min(a_r,b_r)=|a_r-b_r|$. Since $c_r\ge0$, it is at most $a_r+b_r$, the value for independent copies. Summing over channels gives both bounds.

In the code, `hc r x y` is the pair of admissibility inequalities, with `.1` the lower and `.2` the upper one. `Finset.sum_le_sum` reduces the comparison of sums to a comparison of terms, and `linarith` combines the linear inequalities.

```lean
/-- An admissible coupling attains the summed absolute propensity differences exactly when
its joint rate is the smaller propensity in every channel. -/
theorem unmatchedRate_eq_iff {a b : R → X → ℝ} {c : R → X → X → ℝ}
    (hc : Admissible a b c) (x y : X) :
    unmatchedRate a b c x y = ∑ r, |a r x - b r y| ↔
      ∀ r, c r x y = min (a r x) (b r y) := by
  have hle : ∀ r ∈ (Finset.univ : Finset R),
      |a r x - b r y| ≤ (a r x - c r x y) + (b r y - c r x y) := by
    intro r _
    have h1 := residual_add_residual (a r x) (b r y)
    have h2 := (hc r x y).2
    linarith
  unfold unmatchedRate
  constructor
  · intro e r
    -- equal sums of ordered terms are equal term by term
    have key : |a r x - b r y| = (a r x - c r x y) + (b r y - c r x y) :=
      (Finset.sum_eq_sum_iff_of_le hle).1 e.symm r (Finset.mem_univ r)
    have h1 := residual_add_residual (a r x) (b r y)
    linarith
  · intro e
    refine Finset.sum_congr rfl fun r _ => ?_
    rw [e r]
    exact residual_add_residual (a r x) (b r y)
```

The lower bound is reached at $(x,y)$ exactly when $c_r(x,y)=\min(a_r(x),b_r(y))$ for every $r$.

One direction is the computation already made for split coupling. For the other, the difference between the two sums is

$$\sum_r\Big[\big(a_r+b_r-2c_r\big)-|a_r-b_r|\Big]=2\sum_r\big[\min(a_r,b_r)-c_r\big].$$

Every term on the right is nonnegative, so if the total vanishes, each term vanishes. The proof first records the termwise inequality as `hle`. `Finset.sum_eq_sum_iff_of_le` then turns equality of the sums into equality in each channel, and `linarith` solves that equality for $c_r$.

## The generators of one copy and of the pair

```lean
variable [AddCommGroup X]

/-- The generator of a reaction system: channel `r` changes the state by `ν r` with
propensity `a r x`. -/
def generator (ν : R → X) (a : R → X → ℝ) (f : X → ℝ) (x : X) : ℝ :=
  ∑ r, a r x * (f (x + ν r) - f x)
```

`AddCommGroup X` allows states to be added and subtracted, as for vectors of integers. Channel $r$ shifts the state by the stoichiometric vector $\nu_r$, written `ν r`. The generator acts on an observable $f$ as

$$(\mathcal L_a f)(x)=\sum_r a_r(x)\,\big[f(x+\nu_r)-f(x)\big],$$

which is the instantaneous rate of change of the mean of $f$ for a system now in state $x$.

A group of integer vectors also contains negative copy numbers. A physical network is represented by setting a propensity to zero wherever its reaction is impossible, including at unphysical states.

```lean
/-- The generator of the coupled pair: each channel fires jointly at rate `c`, and in each
copy alone at the residual rate. -/
def coupledGenerator (ν : R → X) (a b : R → X → ℝ) (c : R → X → X → ℝ)
    (F : X → X → ℝ) (x y : X) : ℝ :=
  ∑ r, (c r x y * (F (x + ν r) (y + ν r) - F x y)
    + (a r x - c r x y) * (F (x + ν r) y - F x y)
    + (b r y - c r x y) * (F x (y + ν r) - F x y))
```

The pair has observables $F(x,y)$ and three kinds of event per channel. Both copies jump at rate $c_r$, the first alone at $a_r-c_r$, and the second alone at $b_r-c_r$:

$$\begin{aligned}(\mathcal L_cF)(x,y)=\sum_r\Big\{&c_r\,[F(x+\nu_r,y+\nu_r)-F(x,y)]\\&+(a_r-c_r)\,[F(x+\nu_r,y)-F(x,y)]\\&+(b_r-c_r)\,[F(x,y+\nu_r)-F(x,y)]\Big\}.\end{aligned}$$

The two copies share the same $\nu_r$, so they may differ in their rates but not in their stoichiometry.

```lean
/-- On observables of one copy alone, the coupled generator acts as the generator of
that copy. -/
theorem coupledGenerator_marginals (ν : R → X) (a b : R → X → ℝ) (c : R → X → X → ℝ)
    (f : X → ℝ) (x y : X) :
    coupledGenerator ν a b c (fun p _ => f p) x y = generator ν a f x ∧
      coupledGenerator ν a b c (fun _ q => f q) x y = generator ν b f y := by
  unfold coupledGenerator generator
  constructor
  · refine Finset.sum_congr rfl fun r _ => ?_
    ring
  · refine Finset.sum_congr rfl fun r _ => ?_
    ring
```

Take an observable that looks only at the first copy, $F(x,y)=f(x)$. In Lean this is `fun p _ => f p`, where the underscore marks an argument that is ignored. An event in the second copy alone does not change it, so channel $r$ contributes

$$\big[c_r+(a_r-c_r)\big]\,\big[f(x+\nu_r)-f(x)\big]=a_r(x)\,\big[f(x+\nu_r)-f(x)\big].$$

The joint rate cancels, leaving the generator of the first system. The same calculation works for the second copy. Because this is pure algebra, done by `ring` in each channel, no admissibility is required; that condition is what gives the formula its meaning as a set of rates.

## Optimality of the split joint rates

```lean
/-- Split coupling of two reaction systems with nonnegative propensities is admissible,
reproduces both marginal generators, and has unmatched rate `∑ |a - b|`. This is the least
value among admissible same-channel couplings, attained only by the split joint rates. -/
theorem split_coupling_optimal (ν : R → X) (a b : R → X → ℝ)
    (ha : ∀ r x, 0 ≤ a r x) (hb : ∀ r x, 0 ≤ b r x) :
    Admissible a b (splitRate a b) ∧
    (∀ f x y, coupledGenerator ν a b (splitRate a b) (fun p _ => f p) x y
      = generator ν a f x) ∧
    (∀ f x y, coupledGenerator ν a b (splitRate a b) (fun _ q => f q) x y
      = generator ν b f y) ∧
    (∀ x y, unmatchedRate a b (splitRate a b) x y = ∑ r, |a r x - b r y|) ∧
    (∀ c, Admissible a b c → ∀ x y,
      ∑ r, |a r x - b r y| ≤ unmatchedRate a b c x y ∧
      (unmatchedRate a b c x y = ∑ r, |a r x - b r y| ↔
        ∀ r, c r x y = splitRate a b r x y)) :=
  ⟨fun r x y => ⟨le_min (ha r x) (hb r y), le_refl _⟩,
    fun f x y => (coupledGenerator_marginals ν a b _ f x y).1,
    fun f x y => (coupledGenerator_marginals ν a b _ f x y).2,
    unmatchedRate_split a b,
    fun _ hc x y => ⟨(unmatchedRate_bounds hc x y).1, unmatchedRate_eq_iff hc x y⟩⟩
```

The hypotheses `ha` and `hb` say that all propensities are nonnegative. The conclusion has five parts, joined by `∧`:

1. The split joint rate is admissible.
2. On observables of the first copy, the coupled generator equals the generator with propensities $a$.
3. On observables of the second copy, it equals the generator with propensities $b$.
4. The unmatched rate of split coupling is $\sum_r|a_r(x)-b_r(y)|$.
5. Every admissible coupling has at least this unmatched rate at every pair of states, with equality at $(x,y)$ exactly when its joint rates there are the split ones.

Only the first part is new, and it is short: the minimum of two nonnegative numbers is nonnegative (`le_min`), and it does not exceed itself (`le_refl`). The angle brackets assemble the remaining parts from the earlier theorems.

The comparison is restricted to joint firing of the same channel. A coupling could also let one channel fire in the first copy together with a different channel in the second, and such couplings are not among the competitors.

## The squared difference of an observable

```lean
/-- The coupled generator on the squared difference of an additive observable `φ` is a drift
term independent of the coupling plus the unmatched rates weighted by squared jumps. -/
theorem coupledGenerator_sq_diff (ν : R → X) (a b : R → X → ℝ) (c : R → X → X → ℝ)
    (φ : X →+ ℝ) (x y : X) :
    coupledGenerator ν a b c (fun p q => (φ p - φ q) ^ 2) x y =
      2 * (φ x - φ y) * ∑ r, (a r x - b r y) * φ (ν r)
        + ∑ r, ((a r x - c r x y) + (b r y - c r x y)) * φ (ν r) ^ 2 := by
  unfold coupledGenerator
  rw [Finset.mul_sum, ← Finset.sum_add_distrib]
  refine Finset.sum_congr rfl fun r _ => ?_
  simp only [map_add]
  ring
```

For finite differences, the quantity of interest is the gap between the outputs of the two copies. Let $\varphi$ be an additive observable, $\varphi(x+x')=\varphi(x)+\varphi(x')$, such as the copy number of one species or a linear combination of several. The type `X →+ ℝ` carries this additivity.

Write $D=\varphi(x)-\varphi(y)$ and $s_r=\varphi(\nu_r)$. The three events of channel $r$ change $D^2$ as follows:

- Joint firing leaves $D$ as it is, so the change is $0$.
- Firing in the first copy alone gives $(D+s_r)^2-D^2=2Ds_r+s_r^2$.
- Firing in the second copy alone gives $(D-s_r)^2-D^2=-2Ds_r+s_r^2$.

Weighting these by their rates and summing over channels yields

$$(\mathcal L_cD^2)(x,y)=2D\sum_r(a_r-b_r)\,s_r+\sum_r\big[(a_r-c_r)+(b_r-c_r)\big]s_r^2 .$$

In the first sum $c_r$ has cancelled, so the coupling enters only through the second. The proof brings both sides under a single sum over $r$, expands $\varphi(x+\nu_r)$ with `map_add`, and leaves the polynomial identity to `ring`.

```lean
/-- Among admissible couplings, split coupling gives the smallest value of the coupled
generator on the squared difference of any additive observable, at every pair of states. -/
theorem split_minimises_sq_diff_growth (ν : R → X) {a b : R → X → ℝ}
    {c : R → X → X → ℝ} (hc : Admissible a b c) (φ : X →+ ℝ) (x y : X) :
    coupledGenerator ν a b (splitRate a b) (fun p q => (φ p - φ q) ^ 2) x y ≤
      coupledGenerator ν a b c (fun p q => (φ p - φ q) ^ 2) x y := by
  rw [coupledGenerator_sq_diff, coupledGenerator_sq_diff]
  -- the drift terms agree, so only the unmatched rates are compared
  have h : ∑ r, ((a r x - splitRate a b r x y) + (b r y - splitRate a b r x y)) * φ (ν r) ^ 2
      ≤ ∑ r, ((a r x - c r x y) + (b r y - c r x y)) * φ (ν r) ^ 2 := by
    refine Finset.sum_le_sum fun r _ => mul_le_mul_of_nonneg_right ?_ (sq_nonneg _)
    have h2 : c r x y ≤ splitRate a b r x y := (hc r x y).2
    linarith
  linarith

end

end SplitCoupling
```

At every pair of states, split coupling gives the smallest value of $\mathcal L_cD^2$ among admissible couplings. The first sums in the formula agree. In the second, each weight $s_r^2$ is nonnegative, and each unmatched rate is smallest when $c_r$ is as large as admissibility permits. These are the roles of `mul_le_mul_of_nonneg_right` and of the inequality `h2`.

There is no uniqueness claim here, since a channel with $\varphi(\nu_r)=0$ leaves $D$ unchanged when it fires, and its joint rate then drops out of $\mathcal L_cD^2$. The comparison is also instantaneous: it concerns the growth rate from a given pair of states, and does not rank couplings by the variance accumulated over a finite simulation time.

## One channel with constant rates

The smallest instructive case is a single birth reaction on the integers, with $\nu=1$, $\varphi(x)=x$, and constant propensities $a=k+h$ and $b=k$, where $k\ge0$ and $h>0$. Split coupling fires both copies together at rate $k$ and the first alone at rate $h$; the second never fires alone. The unmatched rate is $h$, compared with $2k+h$ for independent copies.

If the copies start in the same state, their difference after time $t$ is a Poisson variable with mean and variance $ht$. The finite-difference estimate from one pair of runs, the difference divided by $h$, therefore has mean $t$ and variance $t/h$. For independent copies the mean is the same but the variance is $(2k+h)t/h^2$, which for $k>0$ grows as $1/h^2$ when the parameter step shrinks.

```lean
#print axioms SplitCoupling.split_coupling_optimal
#print axioms SplitCoupling.split_minimises_sq_diff_growth
```

```
'SplitCoupling.split_coupling_optimal' depends on axioms: [propext, Classical.choice, Quot.sound]
'SplitCoupling.split_minimises_sq_diff_growth' depends on axioms: [propext, Classical.choice, Quot.sound]
```
